# For fixed H with distinct orbital energies, Tr(HP) has exactly n choose N critical real N-electron determinants

Direct minimization rotates the occupied orbitals of an N-electron determinant until the energy gradient vanishes. The gradient can also vanish at determinants that are not the minimum, which raises the question of how many critical points there are. The answer here is for non-interacting electrons of one spin in n real orbitals, with a fixed one-particle Hamiltonian H written in its eigenbasis and no two orbital energies equal.

In the code, `n` is the finite type of orbital labels, and the number of orbitals is `Fintype.card n`.

```lean
import Mathlib

open Matrix

namespace DeterminantCriticalPoints

noncomputable section

variable {n : Type*} [Fintype n] [DecidableEq n]
```

## Determinants, energy and rotations

A determinant is represented by its density matrix P, the orthogonal projector onto the occupied orbitals. Each orbital holds at most one electron:

Pᵀ = P, P² = P, Tr P = N.

```lean
/-- The density matrix `P` of an `N`-electron determinant of real orbitals: symmetric,
idempotent and of trace `N`. -/
def IsDeterminant (N : ℕ) (P : Matrix n n ℝ) : Prop :=
  Pᵀ = P ∧ P * P = P ∧ trace P = N
```

Its energy is the sum of the one-particle expectation values:

E(P) = Tr(HP).

```lean
/-- The energy `Tr(HP)` of the density matrix `P`. -/
def energy (H P : Matrix n n ℝ) : ℝ := trace (H * P)
```

A real antisymmetric matrix A generates an orbital rotation, with parameter t:

P(t) = exp(tA) P exp(−tA).

```lean
/-- The matrix `exp(tA) P exp(-tA)`, obtained from `P` with the generator `A`. For antisymmetric `A`
this is an orbital rotation of `P`. -/
def rotate (A P : Matrix n n ℝ) (t : ℝ) : Matrix n n ℝ :=
  NormedSpace.exp (t • A) * P * NormedSpace.exp (t • (-A))
```

P is critical if E(P(t)) has derivative zero at t = 0 for every such A. Commutation with H is not part of the definition.

```lean
/-- `P` is a critical point of the energy: the energy has derivative zero at `t = 0` along every
orbital rotation, that is, for every antisymmetric generator. -/
def IsCritical (H P : Matrix n n ℝ) : Prop :=
  ∀ A : Matrix n n ℝ, Aᵀ = -A → HasDerivAt (fun t => energy H (rotate A P t)) 0 0
```

The candidates for critical points occupy a set S of basis orbitals: P is diagonal, with 1 for the orbitals in S and 0 for the others.

```lean
/-- The density matrix in which exactly the basis orbitals in `S` are occupied. -/
def occ (S : Finset n) : Matrix n n ℝ := diagonal fun i => if i ∈ S then 1 else 0
```

Rotations stay among the determinants. For this step only, let E and F denote the matrices exp(tA) and exp(−tA) (so E is not the energy here). They satisfy FE = 1 and Eᵀ = F. Then

(EPF)ᵀ = EPF, (EPF)² = EP(FE)PF = EPF, Tr(EPF) = Tr(FEP) = N.

The proof establishes the two relations for the exponentials and then uses nothing else about them.

```lean
/-- Orbital rotations with an antisymmetric generator turn `N`-electron determinants into
`N`-electron determinants. -/
theorem isDeterminant_rotate {N : ℕ} {A P : Matrix n n ℝ} (hA : Aᵀ = -A)
    (hP : IsDeterminant N P) (t : ℝ) : IsDeterminant N (rotate A P t) := by
  obtain ⟨hs, hi, ht⟩ := hP
  have hFE : NormedSpace.exp (t • (-A)) * NormedSpace.exp (t • A) = 1 := by
    rw [← Matrix.exp_add_of_commute _ _
      (((Commute.refl A).neg_left.smul_left t).smul_right t)]
    simp
  have hE : (NormedSpace.exp (t • A))ᵀ = NormedSpace.exp (t • (-A)) := by
    rw [← Matrix.exp_transpose, transpose_smul, hA]
  have hF : (NormedSpace.exp (t • (-A)))ᵀ = NormedSpace.exp (t • A) := by
    rw [← hE, transpose_transpose]
  unfold rotate
  generalize NormedSpace.exp (t • A) = E at *
  generalize NormedSpace.exp (t • (-A)) = F at *
  refine ⟨?_, ?_, ?_⟩
  · rw [transpose_mul, transpose_mul, hE, hF, hs, mul_assoc]
  · calc E * P * F * (E * P * F) = E * P * (F * E) * P * F := by noncomm_ring
      _ = E * (P * P) * F := by rw [hFE]; noncomm_ring
      _ = E * P * F := by rw [hi]
  · rw [trace_mul_comm, ← mul_assoc, hFE, one_mul, ht]
```

## The gradient is the commutator

The product rule gives P′(0) = AP − PA. By cyclicity of the trace,

d/dt E(P(t)) = Tr(HAP) − Tr(HPA) = Tr(A(PH − HP)) at t = 0, where E(P) is again the energy.

In Lean, the energy enters as a continuous linear functional `L`, composed with the derivative of the rotated matrix.

```lean
open scoped Matrix.Norms.Operator in
/-- The slope of the energy at the start of the rotation generated by `A` is
`Tr(A(PH - HP))`. -/
theorem hasDerivAt_energy (H P A : Matrix n n ℝ) :
    HasDerivAt (fun t => energy H (rotate A P t)) (trace (A * (P * H - H * P))) 0 := by
  have h1 := hasDerivAt_exp_smul_const (𝕂 := ℝ) A (0 : ℝ)
  have h2 := hasDerivAt_exp_smul_const (𝕂 := ℝ) (-A) (0 : ℝ)
  have h3 := (h1.mul_const P).mul h2
  -- the energy is a linear functional of the density matrix
  let L : Matrix n n ℝ →L[ℝ] ℝ := LinearMap.toContinuousLinearMap
    ((Matrix.traceLinearMap n ℝ ℝ) ∘ₗ LinearMap.mulLeft ℝ H)
  have h4 := L.hasFDerivAt.comp_hasDerivAt (0 : ℝ) h3
  refine h4.congr_deriv ?_
  change trace (H * _) = _
  simp only [zero_smul, NormedSpace.exp_zero, one_mul, mul_one]
  have e1 : trace (H * (A * P)) = trace (A * (P * H)) := by
    rw [trace_mul_comm, mul_assoc]
  have e2 : trace (H * (P * A)) = trace (A * (H * P)) := by
    rw [← mul_assoc, trace_mul_comm]
  rw [mul_add, mul_neg, mul_neg, mul_sub, trace_add, trace_neg, trace_sub, e1, e2]
  ring
```

Let K = PH − HP. For symmetric H and P, K is antisymmetric, so it is itself an allowed generator. Along it the slope is

Tr(KK) = Σᵢⱼ KᵢⱼKⱼᵢ = −Σᵢⱼ Kᵢⱼ².

If P is critical, this sum of squares is zero, hence K = 0. Conversely, K = 0 makes every slope vanish.

```lean
/-- For symmetric `H` and `P`, the density matrix `P` is a critical point of the energy exactly
when it commutes with `H`. -/
theorem isCritical_iff_commute {H P : Matrix n n ℝ} (hH : Hᵀ = H) (hP : Pᵀ = P) :
    IsCritical H P ↔ P * H = H * P := by
  constructor
  · intro h
    obtain ⟨K, hK⟩ : ∃ K, K = P * H - H * P := ⟨_, rfl⟩
    have hKt : Kᵀ = -K := by
      rw [hK, transpose_sub, transpose_mul, transpose_mul, hH, hP, neg_sub]
    -- rotate along the commutator itself
    have h0 := (hasDerivAt_energy H P K).unique (h K hKt)
    rw [← hK] at h0
    have hanti : ∀ i j, K j i = -K i j := fun i j => congrFun (congrFun hKt i) j
    have e : trace (K * K) = -∑ i, ∑ j, K i j ^ 2 := by
      simp only [trace, diag_apply, mul_apply, ← Finset.sum_neg_distrib]
      refine Finset.sum_congr rfl fun i _ => Finset.sum_congr rfl fun j _ => ?_
      rw [hanti i j]
      ring
    have hsum : ∑ i, ∑ j, K i j ^ 2 = 0 := by linarith
    have hzero : K = 0 := by
      ext i j
      have hi := (Finset.sum_eq_zero_iff_of_nonneg
        (fun i _ => Finset.sum_nonneg fun j _ => sq_nonneg (K i j))).1 hsum i
        (Finset.mem_univ i)
      have hj := (Finset.sum_eq_zero_iff_of_nonneg
        (fun j _ => sq_nonneg (K i j))).1 hi j (Finset.mem_univ j)
      exact pow_eq_zero_iff (two_ne_zero) |>.1 hj
    exact sub_eq_zero.1 (hK.symm.trans hzero)
  · intro h A _
    have hd := hasDerivAt_energy H P A
    rwa [h, sub_self, mul_zero, trace_zero] at hd
```

## Occupations are 0 or 1

Occupying the orbitals in S gives a determinant with |S| electrons, since the trace counts the ones on the diagonal.

```lean
/-- Occupying the basis orbitals in `S` gives a determinant with as many electrons as `S` has
elements. -/
theorem isDeterminant_occ (S : Finset n) : IsDeterminant S.card (occ S) := by
  refine ⟨by simp [occ], ?_, by simp [occ, trace]⟩
  simp [occ, diagonal_mul_diagonal]
```

With H = diag(ε), where εᵢ is the energy of orbital i, its energy is

Tr(HP) = Σ_{i∈S} εᵢ.

```lean
/-- For a diagonal `H`, the energy of the determinant that occupies `S` is the sum of the
occupied orbital energies. -/
theorem energy_occ (ε : n → ℝ) (S : Finset n) :
    energy (diagonal ε) (occ S) = ∑ i ∈ S, ε i := by
  simp [energy, occ, diagonal_mul_diagonal, trace]
```

Now let P be any critical determinant. The (i, j) element of PH = HP reads

(εᵢ − εⱼ) Pᵢⱼ = 0,

so distinct energies force Pᵢⱼ = 0 for i ≠ j (`hoff`). Idempotency then gives Pᵢᵢ² = Pᵢᵢ, so each occupation is 0 or 1 (`hdiag`). Taking S as the set of orbitals with Pᵢᵢ = 1 recovers P, and the trace gives |S| = N. In the other direction, diagonal matrices commute.

```lean
/-- For a diagonal `H` with distinct orbital energies, the critical `N`-electron determinants are
exactly those that occupy `N` of the basis orbitals. -/
theorem critical_iff_occ {ε : n → ℝ} (hε : Function.Injective ε) (N : ℕ) (P : Matrix n n ℝ) :
    IsDeterminant N P ∧ IsCritical (diagonal ε) P ↔ ∃ S : Finset n, S.card = N ∧ occ S = P := by
  classical
  constructor
  · rintro ⟨⟨hs, hi, ht⟩, hcrit⟩
    have hc := (isCritical_iff_commute (diagonal_transpose ε) hs).1 hcrit
    -- distinct energies remove the off-diagonal elements
    have hoff : ∀ i j, i ≠ j → P i j = 0 := by
      intro i j hij
      have h := congrFun (congrFun hc i) j
      rw [mul_diagonal, diagonal_mul] at h
      have h' : (ε i - ε j) * P i j = 0 := by linarith
      exact (mul_eq_zero.1 h').resolve_left (sub_ne_zero.2 (hε.ne hij))
    -- idempotency leaves occupations 0 and 1
    have hdiag : ∀ i, P i i = 0 ∨ P i i = 1 := by
      intro i
      have h := congrFun (congrFun hi i) i
      rw [mul_apply, Finset.sum_eq_single i
        (fun j _ hj => by rw [hoff i j hj.symm, zero_mul])
        (fun h => absurd (Finset.mem_univ i) h)] at h
      have h' : P i i * (P i i - 1) = 0 := by linarith
      exact (mul_eq_zero.1 h').imp id sub_eq_zero.1
    have hocc : occ (Finset.univ.filter fun i => P i i = 1) = P := by
      ext i j
      by_cases hij : i = j
      · subst hij
        rcases hdiag i with h | h <;> simp [occ, h]
      · simp [occ, hij, hoff i j hij]
    refine ⟨_, ?_, hocc⟩
    have h := (isDeterminant_occ (Finset.univ.filter fun i => P i i = 1)).2.2
    rw [hocc, ht] at h
    exact_mod_cast h.symm
  · rintro ⟨S, rfl, rfl⟩
    have hS := isDeterminant_occ S
    refine ⟨hS, (isCritical_iff_commute (diagonal_transpose ε) hS.1).2 ?_⟩
    simp [occ, diagonal_mul_diagonal]
```

## Counting the critical points

Different sets S give different matrices, so the critical determinants correspond one-to-one to the N-element subsets of the n orbitals. `encard` is a cardinality that takes the value ∞ on infinite sets; equality with a binomial coefficient therefore includes finiteness. For N > n both sides are zero.

```lean
/-- For a diagonal `H` with distinct orbital energies, the energy `Tr(HP)` has exactly
`n choose N` critical points among the `N`-electron determinants in `n` orbitals. -/
theorem card_critical {ε : n → ℝ} (hε : Function.Injective ε) (N : ℕ) :
    {P : Matrix n n ℝ | IsDeterminant N P ∧ IsCritical (diagonal ε) P}.encard =
      ((Fintype.card n).choose N : ℕ) := by
  have hinj : Function.Injective (occ : Finset n → Matrix n n ℝ) := by
    intro S T h
    ext i
    have hi : (if i ∈ S then (1 : ℝ) else 0) = if i ∈ T then 1 else 0 := by
      simpa only [occ, diagonal_apply_eq] using congrFun (congrFun h i) i
    by_cases h1 : i ∈ S <;> by_cases h2 : i ∈ T <;> simp [h1, h2] at hi ⊢
  have hset : {P : Matrix n n ℝ | IsDeterminant N P ∧ IsCritical (diagonal ε) P} =
      occ '' (↑(Finset.powersetCard N (Finset.univ : Finset n)) : Set (Finset n)) := by
    ext P
    rw [Set.mem_ofPred_eq, critical_iff_occ hε]
    simp [Finset.mem_powersetCard]
  rw [hset, hinj.encard_image, Set.encard_coe_eq_coe_finsetCard, Finset.card_powersetCard,
    Finset.card_univ]

end

end DeterminantCriticalPoints
```

```lean
#print axioms DeterminantCriticalPoints.isDeterminant_rotate
#print axioms DeterminantCriticalPoints.energy_occ
#print axioms DeterminantCriticalPoints.card_critical
```

```
'DeterminantCriticalPoints.isDeterminant_rotate' depends on axioms: [propext, Classical.choice, Quot.sound]
'DeterminantCriticalPoints.energy_occ' depends on axioms: [propext, Classical.choice, Quot.sound]
'DeterminantCriticalPoints.card_critical' depends on axioms: [propext, Classical.choice, Quot.sound]
```

## Three orbitals, two electrons

Take ε = (−2, −1, 3) and N = 2. The three critical determinants occupy {1,2}, {1,3} and {2,3}, with energies −3, 1 and 2.

For comparison, occupy orbital 3 and the normalised mixture (φ₁ + φ₂)/√2 of the first two. Then P₁₂ = 1/2 and K₁₂ = P₁₂(ε₂ − ε₁) = 1/2 = −K₂₁, with all other elements of K zero. The slope along K is −1/2, so this determinant is not critical.

## Equal energies and self-consistency

Let n = 2, N = 1 and ε₁ = ε₂. H is then a multiple of the identity and commutes with every P. Each projector onto cos θ φ₁ + sin θ φ₂ is critical, which gives infinitely many critical points instead of two. With both spins and a spin-independent H, every energy occurs at least twice among the spin orbitals, so the theorem does not apply to them taken together.

For a fixed H with distinct orbital energies, a vanishing gradient in direct minimization thus shows only that some N eigenorbitals are occupied, not that they are the lowest. In Hartree–Fock or Kohn–Sham calculations H depends on P, and the theorem does not count the critical points of that self-consistent problem.
